# The Green function of two mirror-symmetric coupled arms from their even and odd sectors

To find the Green function of two identical arms with $N$ sites each and a mirror-symmetric coupling between them, one can invert two $N\times N$ matrices in place of one $2N\times 2N$ matrix. Half the sum of the two inverses gives propagation within an arm, and half their difference gives propagation between the arms. This applies to finite, non-interacting models in which every site belongs to one of the arms, at any complex energy where both smaller matrices are invertible. With dense inversion at cubic cost, it reduces the work for large $N$ by about a factor of four.

## Even and odd states of two coupled arms

Let $A$ be the Hamiltonian of each arm and $B$ the coupling between them, both complex $N\times N$ matrices. The two arms together form the interferometer, with no further sites on the mirror line. Its Hamiltonian is

$$H=\begin{pmatrix}A&B\\B&A\end{pmatrix}.$$

For a vector $v$ on one arm, the even state $(v,v)/\sqrt2$ is mapped by $H$ to $((A+B)v,(A+B)v)/\sqrt2$. The odd state $(v,-v)/\sqrt2$ is mapped to $((A-B)v,-(A-B)v)/\sqrt2$. The two sectors therefore have the Hamiltonians $A+B$ and $A-B$. Neither Hermiticity nor $AB=BA$ is needed.

At complex energy $z$, write $P=z-A$, where $z$ stands for $z$ times the identity. Then

$$z-H=\begin{pmatrix}P&-B\\-B&P\end{pmatrix},$$

while the even and odd sectors have the matrices $P-B$ and $P+B$. Adding the second block row to the first, and then subtracting the first block column from the second, gives

$$\begin{pmatrix}1&1\\0&1\end{pmatrix}(z-H)\begin{pmatrix}1&-1\\0&1\end{pmatrix}=\begin{pmatrix}P-B&0\\-B&P+B\end{pmatrix}.$$

Both outer factors have determinant one, so

$$\det(z-H)=\det(P-B)\,\det(P+B).$$

Thus $z-H$ is invertible exactly when both sector matrices are.

Suppose that they are, and set $G=(P-B)^{-1}$ and $K=(P+B)^{-1}$, the even and odd Green functions. The inverse of $z-H$ is

$$(z-H)^{-1}=\frac12\begin{pmatrix}G+K&G-K\\G-K&G+K\end{pmatrix}.$$

To check this, multiply by $z-H$ from the left. The upper left block of the product is

$$\tfrac12\left[P(G+K)-B(G-K)\right]=\tfrac12\left[(P-B)G+(P+B)K\right]=1,$$

and the upper right block is

$$\tfrac12\left[P(G-K)-B(G+K)\right]=\tfrac12\left[(P-B)G-(P+B)K\right]=0.$$

The lower blocks repeat these two expressions in the opposite order.

The difference of the sector Green functions can also be written as a product:

$$G-K=G\left[(P+B)-(P-B)\right]K=2\,GBK.$$

The block between the arms is therefore $GBK$, which vanishes when $B=0$.

For a site $j$ in the second arm and a site $i$ in the first, the amplitude is $(G_{ij}-K_{ij})/2$. Its squared modulus is

$$\frac{|G_{ij}|^2+|K_{ij}|^2-2\,\mathrm{Re}\,(G_{ij}\overline{K_{ij}})}{4}.$$

The last term is the interference between even and odd states. Equal sector amplitudes cancel.

## A singular sector removes the Green function

Both invertibility conditions matter even for one site per arm. Take $A=0$, $B=1$ and $z=1$. The odd matrix is $z-A+B=2$, but the even one is $z-A-B=0$, and

$$z-H=\begin{pmatrix}1&-1\\-1&1\end{pmatrix}$$

annihilates the even state $(1,1)/\sqrt2$. The energy coincides with an even eigenvalue, so there is no Green function. In Lean, where a singular matrix has inverse zero, the block formula fails as well: its left side is zero, while the block between the arms on its right side is $(0-\tfrac12)/2=-\tfrac14$. With $B=-1$ instead, the odd matrix is zero and the even one is $2$; again there is no Green function, and the block on the right side is $\tfrac14$.

## A four-site ring with a zero between opposite corners

Let each arm have two sites, numbered 0 and 1, with unit hopping between them. A rung $b$ joins the two sites 0, and a rung $c$ joins the two sites 1. The even and odd matrices are

$$\begin{pmatrix}z-b&-1\\-1&z-c\end{pmatrix},\qquad\begin{pmatrix}z+b&-1\\-1&z+c\end{pmatrix},$$

with determinants $D_e=(z-b)(z-c)-1$ and $D_o=(z+b)(z+c)-1$. When these are nonzero, the $(0,1)$ entries of the inverses are $1/D_e$ and $1/D_o$. Since $D_o-D_e=2z(b+c)$, the amplitude from site 1 of the second arm to site 0 of the first is

$$\frac12\left(\frac1{D_e}-\frac1{D_o}\right)=\frac{z(b+c)}{D_eD_o}.$$

At $z=0$ both determinants equal $bc-1$. If $bc\neq1$, the sector amplitudes are equal and the total vanishes, although the Green function exists. For nonzero $b$ and $c$ this happens in a connected ring. It does not require two routes between the corners: with $c=0$ and $b\neq0$ the ring is cut into an open chain, and the amplitude is still zero. The uniform ring with $b=c=1$ is excluded: zero is one of its eigenvalues, so it has no Green function at that energy.

## The interferometer as a block matrix in Lean

The finite type `n` labels the sites of one arm.

```lean
import Mathlib

namespace MirrorInterferometer

noncomputable section

variable {n : Type*} [Fintype n] [DecidableEq n]
```

The sites of the whole interferometer are labelled by `n ⊕ n`: `Sum.inl i` is site $i$ of the first arm and `Sum.inr j` is site $j$ of the second. Using the same `A` and `B` twice in `mirrorH` imposes the mirror symmetry.

```lean
/-- The Hamiltonian of two identical arms `A` coupled by the same matrix `B` in both directions. -/
def mirrorH (A B : Matrix n n ℂ) : Matrix (n ⊕ n) (n ⊕ n) ℂ :=
  Matrix.fromBlocks A B B A
```

The function `green` serves both for a single sector and for the full system. The sign convention is $(z-H)^{-1}$, and no small imaginary part is added to the energy.

```lean
/-- The Green function `(z - H)⁻¹` of a Hamiltonian `H` at complex energy `z`. -/
def green (z : ℂ) (H : Matrix n n ℂ) : Matrix n n ℂ :=
  (z • (1 : Matrix n n ℂ) - H)⁻¹
```

The model contains no explicit leads. A self-energy evaluated at the chosen $z$ may be included in the matrices, since they need not be Hermitian, but it must respect the mirror symmetry. Leads attached only to one site of each arm generally break it unless those sites are mirror images and the leads and their couplings are identical. The theorems concern Green-function amplitudes; a transmission probability between leads also involves the lead couplings.

## The determinant separates into sectors

The first lemma writes $z-H$ in blocks, by comparing entries in each of the four combinations of arms.

```lean
omit [Fintype n] in
/-- The matrix `z - H` of the interferometer, written in blocks for the two arms. -/
theorem shift_blocks (z : ℂ) (A B : Matrix n n ℂ) :
    z • (1 : Matrix (n ⊕ n) (n ⊕ n) ℂ) - mirrorH A B =
      Matrix.fromBlocks (z • 1 - A) (-B) (-B) (z • 1 - A) := by
  ext (i | i) (j | j) <;> simp [mirrorH, Matrix.one_apply]
```

In the next proof, `key` is the triangular form obtained above from the two shears. Taking determinants of both sides turns it into the factorisation.

```lean
/-- The secular determinant of the interferometer is the product of those of the even
sector `A + B` and the odd sector `A - B`. -/
theorem det_factorises (z : ℂ) (A B : Matrix n n ℂ) :
    (z • (1 : Matrix (n ⊕ n) (n ⊕ n) ℂ) - mirrorH A B).det =
      (z • (1 : Matrix n n ℂ) - (A + B)).det * (z • (1 : Matrix n n ℂ) - (A - B)).det := by
  -- two shears of determinant one make the matrix block triangular
  have key : Matrix.fromBlocks (1 : Matrix n n ℂ) 1 0 1 *
      (z • (1 : Matrix (n ⊕ n) (n ⊕ n) ℂ) - mirrorH A B) *
      Matrix.fromBlocks (1 : Matrix n n ℂ) (-1) 0 1 =
      Matrix.fromBlocks (z • 1 - (A + B)) 0 (-B) (z • 1 - (A - B)) := by
    rw [shift_blocks, Matrix.fromBlocks_multiply, Matrix.fromBlocks_multiply]
    refine Matrix.fromBlocks_inj.mpr ⟨?_, ?_, ?_, ?_⟩ <;>
      simp only [one_mul, mul_one, zero_mul, mul_zero, mul_neg] <;> abel
  have h := congrArg Matrix.det key
  rw [Matrix.det_mul, Matrix.det_mul, Matrix.det_fromBlocks_zero₂₁,
    Matrix.det_fromBlocks_zero₂₁, Matrix.det_fromBlocks_zero₁₂] at h
  simp only [Matrix.det_one, one_mul, mul_one] at h
  exact h
```

A complex square matrix is invertible exactly when its determinant is, and a product of numbers is invertible exactly when both factors are. This gives the equivalence, with `IsUnit` expressing invertibility.

```lean
/-- The matrix `z - H` of the interferometer is invertible exactly when those of the even
and the odd sector both are. -/
theorem isUnit_iff_sectors (z : ℂ) (A B : Matrix n n ℂ) :
    IsUnit (z • (1 : Matrix (n ⊕ n) (n ⊕ n) ℂ) - mirrorH A B) ↔
      IsUnit (z • (1 : Matrix n n ℂ) - (A + B)) ∧
      IsUnit (z • (1 : Matrix n n ℂ) - (A - B)) := by
  simp only [Matrix.isUnit_iff_isUnit_det, det_factorises, IsUnit.mul_iff]
```

## The inverse by block multiplication

Here `P`, `B`, `G` and `K` play the same parts as in the derivation by hand. The hypotheses `hG` and `hK` say that `G` and `K` are right inverses of the even and odd matrices. The intermediate results `h1` and `h2` are the two block calculations, equal to one and zero.

```lean
/-- Inverses `G` of `P - B` and `K` of `P + B` combine into a right inverse of the
mirror-symmetric block matrix with blocks `P` and `-B`. -/
theorem block_inverse (P B G K : Matrix n n ℂ)
    (hG : (P - B) * G = 1) (hK : (P + B) * K = 1) :
    Matrix.fromBlocks P (-B) (-B) P *
      Matrix.fromBlocks ((1 / 2 : ℂ) • (G + K)) ((1 / 2 : ℂ) • (G - K))
        ((1 / 2 : ℂ) • (G - K)) ((1 / 2 : ℂ) • (G + K)) = 1 := by
  have h1 : P * ((1 / 2 : ℂ) • (G + K)) + -B * ((1 / 2 : ℂ) • (G - K)) = 1 := by
    calc _ = (1 / 2 : ℂ) • ((P - B) * G + (P + B) * K) := by
          simp only [mul_smul_comm, mul_add, mul_sub, add_mul, sub_mul, neg_mul]
          module
      _ = 1 := by rw [hG, hK]; module
  have h2 : P * ((1 / 2 : ℂ) • (G - K)) + -B * ((1 / 2 : ℂ) • (G + K)) = 0 := by
    calc _ = (1 / 2 : ℂ) • ((P - B) * G - (P + B) * K) := by
          simp only [mul_smul_comm, mul_add, mul_sub, add_mul, sub_mul, neg_mul]
          module
      _ = 0 := by rw [hG, hK, sub_self, smul_zero]
  rw [Matrix.fromBlocks_multiply, ← Matrix.fromBlocks_one]
  exact Matrix.fromBlocks_inj.mpr
    ⟨h1, h2, (add_comm _ _).trans h2, (add_comm _ _).trans h1⟩
```

The main theorem assumes that both sector matrices are invertible and concludes two things: the full matrix is invertible, and its inverse has the stated four blocks. The first part comes from the determinant. For the second, a right inverse of a finite square matrix is its inverse, so `block_inverse` suffices once $P=z-A$ is substituted.

```lean
/-- If `z - H` is invertible in the even and odd sectors, it is invertible for the whole
interferometer. The Green function within an arm is half the sum, and that between the
arms half the difference, of the even and odd Green functions. -/
theorem green_mirror (z : ℂ) (A B : Matrix n n ℂ)
    (he : IsUnit (z • (1 : Matrix n n ℂ) - (A + B)))
    (ho : IsUnit (z • (1 : Matrix n n ℂ) - (A - B))) :
    IsUnit (z • (1 : Matrix (n ⊕ n) (n ⊕ n) ℂ) - mirrorH A B) ∧
    green z (mirrorH A B) = Matrix.fromBlocks
      ((1 / 2 : ℂ) • (green z (A + B) + green z (A - B)))
      ((1 / 2 : ℂ) • (green z (A + B) - green z (A - B)))
      ((1 / 2 : ℂ) • (green z (A + B) - green z (A - B)))
      ((1 / 2 : ℂ) • (green z (A + B) + green z (A - B))) := by
  refine ⟨(isUnit_iff_sectors z A B).2 ⟨he, ho⟩, Matrix.inv_eq_right_inv ?_⟩
  rw [shift_blocks]
  apply block_inverse
  · rw [sub_sub]
    exact Matrix.mul_nonsing_inv _ ((Matrix.isUnit_iff_isUnit_det _).1 he)
  · rw [sub_add]
    exact Matrix.mul_nonsing_inv _ ((Matrix.isUnit_iff_isUnit_det _).1 ho)
```

## Transmission as a product and as interference

The notation `toBlocks₁₂` selects the upper right block, which carries amplitudes from the second arm to the first. In the proof, `h3` is the resolvent identity $G-K=2GBK$: the identities `h1` and `h2` insert the sector matrices between the Green functions, and expansion leaves twice the coupling.

```lean
/-- If both sector matrices are invertible, the block of the Green function from the second arm to
the first is the product of the even Green function, the coupling `B` and the odd Green function. -/
theorem transmission_product (z : ℂ) (A B : Matrix n n ℂ)
    (he : IsUnit (z • (1 : Matrix n n ℂ) - (A + B)))
    (ho : IsUnit (z • (1 : Matrix n n ℂ) - (A - B))) :
    (green z (mirrorH A B)).toBlocks₁₂ = green z (A + B) * B * green z (A - B) := by
  have h1 : green z (A + B) * (z • (1 : Matrix n n ℂ) - (A + B)) = 1 :=
    Matrix.nonsing_inv_mul _ ((Matrix.isUnit_iff_isUnit_det _).1 he)
  have h2 : (z • (1 : Matrix n n ℂ) - (A - B)) * green z (A - B) = 1 :=
    Matrix.mul_nonsing_inv _ ((Matrix.isUnit_iff_isUnit_det _).1 ho)
  -- resolvent identity: the two sectors differ by twice the coupling
  have h3 : green z (A + B) - green z (A - B) =
      (2 : ℂ) • (green z (A + B) * B * green z (A - B)) := by
    calc _ = green z (A + B) * ((z • (1 : Matrix n n ℂ) - (A - B)) * green z (A - B)) -
          green z (A + B) * (z • (1 : Matrix n n ℂ) - (A + B)) * green z (A - B) := by
          rw [h1, h2, mul_one, one_mul]
      _ = _ := by
          simp only [mul_sub, sub_mul, mul_add, add_mul, mul_assoc]
          module
  rw [(green_mirror z A B he ho).2, Matrix.toBlocks_fromBlocks₁₂, h3]
  module
```

The squared modulus is `Complex.normSq`, and `starRingEnd ℂ` is complex conjugation. The proof reads off one entry of the upper right block and expands the squared modulus of a difference; the factor $\tfrac12$ in the amplitude becomes $\tfrac14$.

```lean
/-- If both sector matrices are invertible, the squared modulus of the amplitude from site `j` of
the second arm to site `i` of the first is one quarter of the following: the sum of the even and odd
squared moduli, minus twice the real part of the even amplitude times the conjugate of the odd one.
-/
theorem transmission_interference (z : ℂ) (A B : Matrix n n ℂ)
    (he : IsUnit (z • (1 : Matrix n n ℂ) - (A + B)))
    (ho : IsUnit (z • (1 : Matrix n n ℂ) - (A - B))) (i j : n) :
    Complex.normSq (green z (mirrorH A B) (Sum.inl i) (Sum.inr j)) =
      (Complex.normSq (green z (A + B) i j) + Complex.normSq (green z (A - B) i j) -
        2 * (green z (A + B) i j * starRingEnd ℂ (green z (A - B) i j)).re) / 4 := by
  have e : (1 / 2 : ℂ) = ((1 / 2 : ℝ) : ℂ) := by norm_num
  rw [(green_mirror z A B he ho).2, Matrix.fromBlocks_apply₁₂, Matrix.smul_apply,
    Matrix.sub_apply, smul_eq_mul, Complex.normSq_mul, Complex.normSq_sub, e,
    Complex.normSq_ofReal]
  ring
```

## The ring amplitude and its zero

The ring is an instance of `mirrorH`, with the hopping inside an arm as `A` and the diagonal matrix of rungs as `B`. The parameters $b$ and $c$ may be complex; the Hamiltonian is Hermitian when they are real.

```lean
/-- A four-site ring: two arms of two sites with unit hopping, joined by rungs `b` and `c`. -/
def ringH (b c : ℂ) : Matrix (Fin 2 ⊕ Fin 2) (Fin 2 ⊕ Fin 2) ℂ :=
  mirrorH !![0, 1; 1, 0] !![b, 0; 0, c]
```

The two hypotheses state that $D_e$ and $D_o$ are nonzero. In the proof, `hE` and `hO` compute the sector matrices, `unit2` derives their invertibility from the determinants, and `entry` supplies the off-diagonal entry of a $2\times2$ inverse. The general theorem then gives half the difference of two reciprocals, which is put over a common denominator.

```lean
/-- At an energy where neither sector determinant vanishes, the Green function of the four-site ring
exists, and its entry from site 1 of the second arm to site 0 of the first is `z * (b + c)` divided
by the product of the two determinants. -/
theorem ring_transmission (z b c : ℂ) (he : (z - b) * (z - c) - 1 ≠ 0)
    (ho : (z + b) * (z + c) - 1 ≠ 0) :
    IsUnit (z • (1 : Matrix (Fin 2 ⊕ Fin 2) (Fin 2 ⊕ Fin 2) ℂ) - ringH b c) ∧
    green z (ringH b c) (Sum.inl 0) (Sum.inr 1) =
      z * (b + c) / (((z - b) * (z - c) - 1) * ((z + b) * (z + c) - 1)) := by
  have hE : z • (1 : Matrix (Fin 2) (Fin 2) ℂ) - (!![0, 1; 1, 0] + !![b, 0; 0, c]) =
      !![z - b, -1; -1, z - c] := by
    ext i j; fin_cases i <;> fin_cases j <;> simp
  have hO : z • (1 : Matrix (Fin 2) (Fin 2) ℂ) - (!![0, 1; 1, 0] - !![b, 0; 0, c]) =
      !![z + b, -1; -1, z + c] := by
    ext i j; fin_cases i <;> fin_cases j <;> simp
  have unit2 : ∀ x y : ℂ, x * y - 1 ≠ 0 → IsUnit !![x, -1; -1, y] := by
    intro x y h
    rw [Matrix.isUnit_iff_isUnit_det, Matrix.det_fin_two_of, isUnit_iff_ne_zero]
    exact fun h' => h (by linear_combination h')
  have entry : ∀ x y : ℂ, (!![x, -1; -1, y])⁻¹ 0 1 = (x * y - 1)⁻¹ := by
    intro x y
    simp [Matrix.inv_def, Matrix.det_fin_two_of, Matrix.adjugate_fin_two_of]
  have main := green_mirror z !![0, 1; 1, 0] !![b, 0; 0, c]
    (by rw [hE]; exact unit2 _ _ he) (by rw [hO]; exact unit2 _ _ ho)
  refine ⟨main.1, ?_⟩
  rw [ringH, main.2, Matrix.fromBlocks_apply₁₂, Matrix.smul_apply, Matrix.sub_apply,
    smul_eq_mul, green, green, hE, hO, entry, entry, inv_sub_inv he ho]
  ring
```

At $z=0$ both determinant conditions reduce to $bc\neq1$, which leaves out the uniform ring $b=c=1$. The conclusion keeps the invertibility next to the vanishing amplitude, so the zero belongs to a genuine Green function.

```lean
/-- At zero energy and for `b * c ≠ 1` the Green function of the four-site ring exists, and its
entry from site 1 of the second arm to site 0 of the first vanishes. -/
theorem ring_transmission_zero (b c : ℂ) (h : b * c ≠ 1) :
    IsUnit ((0 : ℂ) • (1 : Matrix (Fin 2 ⊕ Fin 2) (Fin 2 ⊕ Fin 2) ℂ) - ringH b c) ∧
    green 0 (ringH b c) (Sum.inl 0) (Sum.inr 1) = 0 := by
  obtain ⟨u, t⟩ := ring_transmission 0 b c
    (fun h' => h (by linear_combination h')) (fun h' => h (by linear_combination h'))
  exact ⟨u, by rw [t, zero_mul, zero_div]⟩

end

end MirrorInterferometer
```

```lean
#print axioms MirrorInterferometer.green_mirror
-- 'MirrorInterferometer.green_mirror' depends on axioms: [propext, Classical.choice, Quot.sound]
#print axioms MirrorInterferometer.transmission_product
-- 'MirrorInterferometer.transmission_product' depends on axioms: [propext, Classical.choice, Quot.sound]
#print axioms MirrorInterferometer.transmission_interference
-- 'MirrorInterferometer.transmission_interference' depends on axioms: [propext, Classical.choice, Quot.sound]
#print axioms MirrorInterferometer.ring_transmission_zero
-- 'MirrorInterferometer.ring_transmission_zero' depends on axioms: [propext, Classical.choice, Quot.sound]
```
